# Even radial moments of a three-dimensional Gaussian in terms of the Gamma function

For real a > 0 and any natural number n, the declaration states that the integral of r^(2n+2) exp(−a r²) over r > 0 equals Γ(n + 3/2) / (2 a^(n + 3/2)). This is the radial part of the moment of r^(2n) for a spherical Gaussian in three dimensions, with r² from the volume element and the angular factor 4π left out. The Gaussian is unnormalised; dividing by the n = 0 value gives the mean of r^(2n) in the normalised distribution, Γ(n + 3/2) / (Γ(3/2) aⁿ). The attempt specialises a general Mathlib integral with real exponents, turns the real power of r into a natural one, and then matches the two closed forms.

An attempt in Lean 4 with a fault in it:

```lean
import Mathlib

open MeasureTheory Set
open scoped Real Nat

namespace PAWCompensationCharge

noncomputable section

/-- The even radial moments of a Gaussian, by the Gamma integral. -/
theorem gaussian_moment {a : ℝ} (ha : 0 < a) (n : ℕ) :
    ∫ r in Ioi (0 : ℝ), r ^ (2 * n + 2) * Real.exp (-a * r ^ 2)
      = Real.Gamma ((n : ℝ) + 3 / 2) / (2 * a ^ ((n : ℝ) + 3 / 2)) := by
  have hn : (0 : ℝ) ≤ n := n.cast_nonneg
  have h := Real.integral_rpow_mul_exp_neg_mul_rpow (p := 2) (q := 2 * (n : ℝ) + 2) (b := a)
    two_pos (by linarith) ha
  have e : ∀ r : ℝ, r ^ (2 * (n : ℝ) + 2) = r ^ (2 * n + 2) := by
    intro r
    rw [← Real.rpow_natCast, show ((2 * n + 2 : ℕ) : ℝ) = 2 * (n : ℝ) + 2 by simp]
  simp only [e, Real.rpow_two] at h
  rw [h, show (2 * (n : ℝ) + 2 + 1) / 2 = n + 3 / 2 by ring,
    show -(2 * (n : ℝ) + 2 + 1) / 2 = -(n + 3 / 2) by ring, Real.rpow_neg ha.le]
  ring

end

end PAWCompensationCharge
```

Compiling this gives:

```
Main.lean:15:12: error(lean.unknownIdentifier): Unknown constant `Real.integral_rpow_mul_exp_neg_mul_rpow`
Main.lean:13:70: error: unsolved goals
a : ℝ
ha : 0 < a
n : ℕ
hn : 0 ≤ ↑n
⊢ ∫ (r : ℝ) in Ioi 0, r ^ (2 * n + 2) * rexp (-a * r ^ 2) = Real.Gamma (↑n + 3 / 2) / (2 * a ^ (↑n + 3 / 2))
```

Diagnosis. The first message says that no constant called `Real.integral_rpow_mul_exp_neg_mul_rpow` exists. The lemma is in Mathlib, but not in the `Real` namespace, so the prefix makes Lean look for a name that is not there.

The second message follows from the first. The step `have h := ...` failed, and the main goal was left open at that point: the context shown contains `hn` but neither `h` nor `e`. It does not point to a separate fault in the mathematics.

The diff makes one change, removing the prefix `Real.`. The name `integral_rpow_mul_exp_neg_mul_rpow` then resolves, and the same arguments as before supply `h`. The later steps, which convert the powers and rearrange the exponents, are unchanged and complete the proof.

The repair, with which the file compiles:

```diff
@@ -13,5 +13,5 @@
       = Real.Gamma ((n : ℝ) + 3 / 2) / (2 * a ^ ((n : ℝ) + 3 / 2)) := by
   have hn : (0 : ℝ) ≤ n := n.cast_nonneg
-  have h := Real.integral_rpow_mul_exp_neg_mul_rpow (p := 2) (q := 2 * (n : ℝ) + 2) (b := a)
+  have h := integral_rpow_mul_exp_neg_mul_rpow (p := 2) (q := 2 * (n : ℝ) + 2) (b := a)
     two_pos (by linarith) ha
   have e : ∀ r : ℝ, r ^ (2 * (n : ℝ) + 2) = r ^ (2 * n + 2) := by
```
